# Trace and order of the ten types of crystallographic point operation

## Reading a symmetry operation from its matrix

The point operations of a crystal are often written as $3\times 3$ matrices in the basis of the lattice vectors. Such a matrix does not show its axis or angle directly. Its trace and determinant are easy to read, and they do not depend on the basis. How much do they say about the operation?

An operation that maps a lattice to itself has integer entries in a lattice basis, so its trace is an integer. A proper rotation by an angle $\theta$ has trace $1+2\cos\theta$, which lies between $-1$ and $3$. This leaves the traces $3,2,1,0,-1$. That short argument is the crystallographic restriction; the theorems below take the five traces as given and determine the orders, without using a lattice.

An operation of determinant $-1$ is a rotoinversion $-R$, with $R$ a proper rotation. The five traces of $R$ therefore give ten types. In the table, the symbol $n$ stands for a rotation by $2\pi/n$ about an axis (so $1$ is the identity), $\bar n$ for that rotation multiplied by $-1$, and $m$ for the reflection in a plane, which is $\bar 2$:

| $\operatorname{tr} R$ | $R$ | order of $R$ | $-R$ | order of $-R$ |
|---|---|---|---|---|
| $3$ | $1$ | 1 | $\bar 1$ | 2 |
| $2$ | $6$ | 6 | $\bar 6$ | 6 |
| $1$ | $4$ | 4 | $\bar 4$ | 4 |
| $0$ | $3$ | 3 | $\bar 3$ | 6 |
| $-1$ | $2$ | 2 | $m$ | 2 |

In an electronic-structure calculation, the table can serve to check the point operations with which a set of $k$-points is reduced; it concerns exact matrices and only the linear part of a space-group operation, not its translation. Agreement with the table does not prove that an operation is a symmetry of the crystal at hand.

## What the theorems say

`IsRotation R` means that the real matrix $R$ satisfies $R^{\mathsf T}R=1$ and $\det R=1$. The entries thus refer to an orthonormal basis; for a matrix in a skew lattice basis, one first changes basis, which leaves trace and order unchanged. The type `Matrix (Fin 3) (Fin 3) ℝ` numbers rows and columns $0,1,2$.

The order is `orderOf`, the smallest positive $n$ for which the $n$th power is the identity. Lean assigns the value 0 if there is no such $n$, so each positive value in the table includes the statement that the order is finite.

`point_operation_orders` is the table: five implications, each from a trace of $R$ to the orders of $R$ and $-R$. `trace_of_order` goes back: a rotation of order 2, 3, 4 or 6 has trace $-1$, $0$, $1$ or $2$. Order 1 means $R=1$, with trace 3. For rotoinversions the order does not fix the type, since $\bar 6$ and $\bar 3$ both have order 6.

Orthogonality and the trace alone do not determine the order: the reflection $\operatorname{diag}(1,1,-1)$ has trace 1 but order 2.

## Recognising the identity by its trace

Let $Q$ be orthogonal. The squared entries of $Q-1$ add up to
$$\operatorname{tr}\,(Q-1)^{\mathsf T}(Q-1)=\operatorname{tr}\,(2\cdot 1-Q-Q^{\mathsf T})=6-2\operatorname{tr}Q .$$
If $\operatorname{tr}Q=3$, every entry of $Q-1$ vanishes and $Q=1$. Conversely, the identity has trace 3.

Powers of a rotation are rotations, because
$$(R^{k+1})^{\mathsf T}R^{k+1}=R^{\mathsf T}\big((R^k)^{\mathsf T}R^k\big)R=1$$
by induction, and $\det R^k=1$. Hence $R^k=1$ exactly when $\operatorname{tr}R^k=3$.

## Traces of powers

Write $t=\operatorname{tr}R$ and let $m$ now denote, instead of a reflection, the sum of the three principal $2\times2$ minors, which is the trace of the adjugate. Since $\det R=1$, the adjugate is $R^{-1}=R^{\mathsf T}$, and so $m=t$.

Expanding the square gives
$$\operatorname{tr}R^2=\sum_i R_{ii}^2+2\sum_{i<j}R_{ij}R_{ji}=t^2-2m=t^2-2t .$$
The Cayley–Hamilton theorem reads $R^3=tR^2-mR+\det R\cdot 1$. Its trace is
$$\operatorname{tr}R^3=t^3-3tm+3\det R=t^3-3t^2+3 .$$
The same formulas apply to the rotation $R^2$. With $s=t^2-2t$,
$$\operatorname{tr}R^4=s^2-2s,\qquad \operatorname{tr}R^6=s^3-3s^2+3 .$$

| $t$ | $\operatorname{tr}R^2$ | $\operatorname{tr}R^3$ | $\operatorname{tr}R^4$ | $\operatorname{tr}R^6$ |
|---|---|---|---|---|
| $3$ | $3$ | $3$ | $3$ | $3$ |
| $2$ | $0$ | $-1$ | $0$ | $3$ |
| $1$ | $-1$ | $1$ | $3$ | $-1$ |
| $0$ | $0$ | $3$ | $0$ | $3$ |
| $-1$ | $3$ | $-1$ | $3$ | $3$ |

## From traces to orders, and back

Each 3 in the table marks a power equal to the identity.

- For $t=3$, $R=1$.
- For $t=2$, $R^6=1$ but $R^2\neq1$ and $R^3\neq1$. The order divides 6 but neither 2 nor 3, so it is 6.
- For $t=1$, $R^4=1$ but $R^2\neq1$, so the order is 4.
- For $t=0$ and $t=-1$, $R\neq 1$ while $R^3=1$ and $R^2=1$ respectively. The orders are the primes 3 and 2.

Even powers of $-R$ and $R$ agree. An odd power $(-R)^k=-R^k$ is the identity only if $\operatorname{tr}R^k=-3$, which does not occur for $k=1,3$ in the five cases. So $-R$ has order 2 for $t=3$ and $t=-1$, and order 4 for $t=1$. For $t=2$ and $t=0$ its sixth power is the identity while its square and cube are not, so its order is 6.

For the converse, set the trace of the relevant power equal to 3 and factor:
$$\begin{aligned}
\text{order 2:}\quad&(t-3)(t+1)=0,\\
\text{order 3:}\quad&(t-3)\,t^2=0,\\
\text{order 4:}\quad&(t-3)(t+1)(t-1)^2=0,\\
\text{order 6:}\quad&(t-3)(t+1)\,t^2(t-2)^2=0.
\end{aligned}$$
The roots $3$, $-1$ and $0$ belong to orders 1, 2 and 3. Removing those of lower order leaves one trace in each line.

## A threefold axis along the body diagonal

The cyclic exchange of the three coordinate axes is
$$R=\begin{pmatrix}0&0&1\\1&0&0\\0&1&0\end{pmatrix},\qquad \det R=1,\quad t=0 .$$
The formulas give $\operatorname{tr}R^2=0$ and $\operatorname{tr}R^3=3$, so $R^3=1$ and the order is 3, as expected of a cyclic exchange. For the rotoinversion, $(-R)^3=-1$: three steps give the inversion, and six are needed to return to the identity.

## The complete Lean file

```lean
import Mathlib

open Matrix

namespace PointOperationOrders

/-- A proper rotation of space: a real orthogonal 3 by 3 matrix of determinant one. -/
def IsRotation (R : Matrix (Fin 3) (Fin 3) ℝ) : Prop :=
  Rᵀ * R = 1 ∧ R.det = 1

/-- The rotation by the angle `θ` about the z axis. -/
noncomputable def rotZ (θ : ℝ) : Matrix (Fin 3) (Fin 3) ℝ :=
  !![Real.cos θ, -Real.sin θ, 0; Real.sin θ, Real.cos θ, 0; 0, 0, 1]

/-- An orthogonal 3 by 3 matrix is the identity exactly when its trace is 3. -/
theorem eq_one_iff_trace {Q : Matrix (Fin 3) (Fin 3) ℝ} (h : Qᵀ * Q = 1) :
    Q = 1 ↔ Q.trace = 3 := by
  constructor
  · intro hQ
    rw [hQ, Matrix.trace_one, Fintype.card_fin]
    norm_num
  · intro ht
    -- the squared entries of Q - 1 add up to 6 - 2 tr Q
    have hM : (Q - 1)ᵀ * (Q - 1) = 1 + 1 - Q - Qᵀ := by
      rw [Matrix.transpose_sub, Matrix.transpose_one]
      linear_combination (norm := noncomm_ring) h
    have htr : ((Q - 1)ᵀ * (Q - 1)).trace = 0 := by
      rw [hM, Matrix.trace_sub, Matrix.trace_sub, Matrix.trace_add, Matrix.trace_transpose,
        Matrix.trace_one, ht, Fintype.card_fin]
      norm_num
    have hs : ∑ i, ∑ j, ((Q - 1) j i) ^ 2 = 0 := by
      simpa only [Matrix.trace, Matrix.diag_apply, Matrix.mul_apply,
        Matrix.transpose_apply, sq] using htr
    ext j i
    have h1 : ∑ j, ((Q - 1) j i) ^ 2 = 0 := by
      refine (Finset.sum_eq_zero_iff_of_nonneg ?_).1 hs i (Finset.mem_univ i)
      exact fun i _ => Finset.sum_nonneg fun j _ => sq_nonneg _
    have h2 : ((Q - 1) j i) ^ 2 = 0 := by
      refine (Finset.sum_eq_zero_iff_of_nonneg ?_).1 h1 j (Finset.mem_univ j)
      exact fun j _ => sq_nonneg _
    have h3 : (Q - 1) j i = 0 := (pow_eq_zero_iff two_ne_zero).1 h2
    rw [Matrix.sub_apply] at h3
    linarith

/-- Repeating a rotation any number of times gives a rotation. -/
theorem IsRotation.pow {R : Matrix (Fin 3) (Fin 3) ℝ} (hR : IsRotation R) (k : ℕ) :
    IsRotation (R ^ k) := by
  refine ⟨?_, by rw [Matrix.det_pow, hR.2, one_pow]⟩
  induction k with
  | zero => simp
  | succ k ih =>
    calc (R ^ (k + 1))ᵀ * R ^ (k + 1) = Rᵀ * ((R ^ k)ᵀ * R ^ k) * R := by
          rw [pow_succ, Matrix.transpose_mul]
          simp only [mul_assoc]
      _ = 1 := by rw [ih, mul_one, hR.1]

/-- For a rotation the sum of the principal 2 by 2 minors equals the trace. -/
theorem IsRotation.sum_minors {R : Matrix (Fin 3) (Fin 3) ℝ} (hR : IsRotation R) :
    (R 0 0 * R 1 1 - R 0 1 * R 1 0) + (R 0 0 * R 2 2 - R 0 2 * R 2 0)
      + (R 1 1 * R 2 2 - R 1 2 * R 2 1) = R 0 0 + R 1 1 + R 2 2 := by
  have h1 : R * Rᵀ = 1 := mul_eq_one_comm.1 hR.1
  -- the adjugate of a rotation is its inverse, hence its transpose
  have hadj : R.adjugate = Rᵀ := by
    calc R.adjugate = R.adjugate * (R * Rᵀ) := by rw [h1, mul_one]
      _ = (R.adjugate * R) * Rᵀ := (mul_assoc _ _ _).symm
      _ = Rᵀ := by rw [Matrix.adjugate_mul, hR.2, one_smul, one_mul]
  have ht := congrArg Matrix.trace hadj
  rw [Matrix.trace_transpose, Matrix.adjugate_fin_three] at ht
  simp [Matrix.trace_fin_three] at ht
  linear_combination ht

/-- The trace of the square of a rotation with trace `t` is `t² - 2t`. -/
theorem IsRotation.trace_sq {R : Matrix (Fin 3) (Fin 3) ℝ} (hR : IsRotation R) :
    (R ^ 2).trace = R.trace ^ 2 - 2 * R.trace := by
  have h := hR.sum_minors
  rw [sq R]
  simp only [Matrix.trace_fin_three, Matrix.mul_apply, Fin.sum_univ_three]
  linear_combination (-2) * h

/-- The trace of the cube of a rotation with trace `t` is `t³ - 3t² + 3`. -/
theorem IsRotation.trace_cube {R : Matrix (Fin 3) (Fin 3) ℝ} (hR : IsRotation R) :
    (R ^ 3).trace = R.trace ^ 3 - 3 * R.trace ^ 2 + 3 := by
  have h := hR.sum_minors
  have hd := hR.2
  rw [Matrix.det_fin_three] at hd
  rw [pow_three' R]
  simp only [Matrix.trace_fin_three, Matrix.mul_apply, Fin.sum_univ_three]
  linear_combination (-3 * (R 0 0 + R 1 1 + R 2 2)) * h + 3 * hd

/-- An operation whose fourth power is the identity, but whose square is not, has order 4. -/
theorem order_four {G : Type*} [Monoid G] {x : G} (h4 : x ^ 4 = 1) (h2 : x ^ 2 ≠ 1) :
    orderOf x = 4 := by
  have key : ∀ n < 5, n ∣ 4 → ¬ n ∣ 2 → n = 4 := by decide
  have hd := orderOf_dvd_of_pow_eq_one h4
  exact key _ (Nat.lt_succ_of_le (Nat.le_of_dvd (by norm_num) hd)) hd
    (fun h => h2 (orderOf_dvd_iff_pow_eq_one.1 h))

/-- An operation whose sixth power is the identity, but whose square and cube are not,
has order 6. -/
theorem order_six {G : Type*} [Monoid G] {x : G} (h6 : x ^ 6 = 1) (h2 : x ^ 2 ≠ 1)
    (h3 : x ^ 3 ≠ 1) : orderOf x = 6 := by
  have key : ∀ n < 7, n ∣ 6 → ¬ n ∣ 2 → ¬ n ∣ 3 → n = 6 := by decide
  have hd := orderOf_dvd_of_pow_eq_one h6
  exact key _ (Nat.lt_succ_of_le (Nat.le_of_dvd (by norm_num) hd)) hd
    (fun h => h2 (orderOf_dvd_iff_pow_eq_one.1 h))
    (fun h => h3 (orderOf_dvd_iff_pow_eq_one.1 h))

/-- The ten types of point operation: a rotation `R` of trace 3, 2, 1, 0, -1 has order
1, 6, 4, 3, 2, and the rotoinversion `-R` has order 2, 6, 4, 6, 2. -/
theorem point_operation_orders {R : Matrix (Fin 3) (Fin 3) ℝ} (hR : IsRotation R) :
    (R.trace = 3 → orderOf R = 1 ∧ orderOf (-R) = 2) ∧
    (R.trace = 2 → orderOf R = 6 ∧ orderOf (-R) = 6) ∧
    (R.trace = 1 → orderOf R = 4 ∧ orderOf (-R) = 4) ∧
    (R.trace = 0 → orderOf R = 3 ∧ orderOf (-R) = 6) ∧
    (R.trace = -1 → orderOf R = 2 ∧ orderOf (-R) = 2) := by
  have H1 := eq_one_iff_trace hR.1
  have H := fun k : ℕ => eq_one_iff_trace (hR.pow k).1
  have h2 := hR.trace_sq
  have h3 := hR.trace_cube
  have e4 : R ^ 4 = (R ^ 2) ^ 2 := pow_mul R 2 2
  have e6 : R ^ 6 = (R ^ 2) ^ 3 := pow_mul R 2 3
  have h4 := (hR.pow 2).trace_sq
  have h6 := (hR.pow 2).trace_cube
  rw [← e4] at h4
  rw [← e6] at h6
  -- even powers do not see the inversion, odd powers change sign
  have n2 : (-R) ^ 2 = R ^ 2 := Even.neg_pow (by decide) R
  have n4 : (-R) ^ 4 = R ^ 4 := Even.neg_pow (by decide) R
  have n6 : (-R) ^ 6 = R ^ 6 := Even.neg_pow (by decide) R
  have n3 : (-R) ^ 3 = -R ^ 3 := Odd.neg_pow (by decide) R
  have m : ∀ A : Matrix (Fin 3) (Fin 3) ℝ, -A = 1 → A.trace = -3 := by
    intro A hA
    have h := congrArg Matrix.trace hA
    rw [Matrix.trace_neg, Matrix.trace_one, Fintype.card_fin] at h
    push_cast at h
    linarith
  refine ⟨fun t => ?_, fun t => ?_, fun t => ?_, fun t => ?_, fun t => ?_⟩ <;>
    rw [t] at h2 h3 <;> rw [h2] at h4 h6
  · exact ⟨orderOf_eq_one_iff.2 (H1.2 t),
      orderOf_eq_prime (n2.trans ((H 2).2 (by linarith))) fun h => by linarith [m R h]⟩
  · have p6 := (H 6).2 (by linarith)
    have p2 : R ^ 2 ≠ 1 := fun h => by linarith [(H 2).1 h]
    exact ⟨order_six p6 p2 fun h => by linarith [(H 3).1 h],
      order_six (n6.trans p6) (n2 ▸ p2) fun h => by linarith [m _ (n3.symm.trans h)]⟩
  · have p4 := (H 4).2 (by linarith)
    have p2 : R ^ 2 ≠ 1 := fun h => by linarith [(H 2).1 h]
    exact ⟨order_four p4 p2, order_four (n4.trans p4) (n2 ▸ p2)⟩
  · have p6 := (H 6).2 (by linarith)
    have p2 : R ^ 2 ≠ 1 := fun h => by linarith [(H 2).1 h]
    exact ⟨orderOf_eq_prime ((H 3).2 (by linarith)) fun h => by linarith [H1.1 h],
      order_six (n6.trans p6) (n2 ▸ p2) fun h => by linarith [m _ (n3.symm.trans h)]⟩
  · have p2 := (H 2).2 (by linarith)
    exact ⟨orderOf_eq_prime p2 fun h => by linarith [H1.1 h],
      orderOf_eq_prime (n2.trans p2) fun h => by linarith [m R h]⟩

/-- For a rotation, each of the orders 2, 3, 4, 6 fixes the trace, as -1, 0, 1, 2. -/
theorem trace_of_order {R : Matrix (Fin 3) (Fin 3) ℝ} (hR : IsRotation R) :
    (orderOf R = 2 → R.trace = -1) ∧ (orderOf R = 3 → R.trace = 0) ∧
    (orderOf R = 4 → R.trace = 1) ∧ (orderOf R = 6 → R.trace = 2) := by
  obtain ⟨c3, -, -, c0, cm⟩ := point_operation_orders hR
  have h2 := hR.trace_sq
  have h3 := hR.trace_cube
  have e4 : R ^ 4 = (R ^ 2) ^ 2 := pow_mul R 2 2
  have e6 : R ^ 6 = (R ^ 2) ^ 3 := pow_mul R 2 3
  have h4 := (hR.pow 2).trace_sq
  have h6 := (hR.pow 2).trace_cube
  rw [← e4, h2] at h4
  rw [← e6, h2] at h6
  have P : (R ^ orderOf R).trace = 3 :=
    (eq_one_iff_trace (hR.pow _).1).1 (pow_orderOf_eq_one R)
  -- factor the trace condition; the table excludes the roots of lower order
  refine ⟨fun o => ?_, fun o => ?_, fun o => ?_, fun o => ?_⟩ <;> rw [o] at P
  · have f : (R.trace - 3) * (R.trace + 1) = 0 := by linear_combination P - h2
    rcases mul_eq_zero.1 f with f | f
    · have := (c3 (by linarith)).1
      omega
    · linarith
  · have f : (R.trace - 3) * R.trace ^ 2 = 0 := by linear_combination P - h3
    rcases mul_eq_zero.1 f with f | f
    · have := (c3 (by linarith)).1
      omega
    · exact (pow_eq_zero_iff two_ne_zero).1 f
  · have f : (R.trace - 3) * ((R.trace + 1) * (R.trace - 1) ^ 2) = 0 := by
      linear_combination P - h4
    rcases mul_eq_zero.1 f with f | f
    · have := (c3 (by linarith)).1
      omega
    rcases mul_eq_zero.1 f with f | f
    · have := (cm (by linarith)).1
      omega
    · linarith [(pow_eq_zero_iff two_ne_zero).1 f]
  · have f : (R.trace - 3) * ((R.trace + 1) * (R.trace * (R.trace - 2)) ^ 2) = 0 := by
      linear_combination P - h6
    rcases mul_eq_zero.1 f with f | f
    · have := (c3 (by linarith)).1
      omega
    rcases mul_eq_zero.1 f with f | f
    · have := (cm (by linarith)).1
      omega
    rcases mul_eq_zero.1 ((pow_eq_zero_iff two_ne_zero).1 f) with f | f
    · have := (c0 f).1
      omega
    · linarith

/-- The matrices `rotZ θ` are rotations, and the angles 0, π/3, π/2, 2π/3, π give the
traces 3, 2, 1, 0, -1. -/
theorem rotZ_witness :
    (∀ θ, IsRotation (rotZ θ)) ∧ (rotZ 0).trace = 3 ∧ (rotZ (Real.pi / 3)).trace = 2 ∧
    (rotZ (Real.pi / 2)).trace = 1 ∧ (rotZ (2 * Real.pi / 3)).trace = 0 ∧
    (rotZ Real.pi).trace = -1 := by
  have ht : ∀ θ, (rotZ θ).trace = Real.cos θ + Real.cos θ + 1 := by
    intro θ
    simp [rotZ, Matrix.trace_fin_three]
  have hc : Real.cos (2 * Real.pi / 3) = -(1 / 2) := by
    rw [show 2 * Real.pi / 3 = Real.pi - Real.pi / 3 by ring, Real.cos_pi_sub,
      Real.cos_pi_div_three]
  refine ⟨fun θ => ⟨?_, ?_⟩, ?_, ?_, ?_, ?_, ?_⟩
  · ext i j
    fin_cases i <;> fin_cases j <;>
      simp [rotZ, Matrix.mul_apply, Fin.sum_univ_succ] <;>
      nlinarith [Real.sin_sq_add_cos_sq θ]
  · rw [Matrix.det_fin_three]
    simp [rotZ]
    nlinarith [Real.sin_sq_add_cos_sq θ]
  · rw [ht, Real.cos_zero]; norm_num
  · rw [ht, Real.cos_pi_div_three]; norm_num
  · rw [ht, Real.cos_pi_div_two]; norm_num
  · rw [ht, hc]; norm_num
  · rw [ht, Real.cos_pi]; norm_num

end PointOperationOrders
```

```lean
#print axioms PointOperationOrders.point_operation_orders
#print axioms PointOperationOrders.trace_of_order
```

```
'PointOperationOrders.point_operation_orders' depends on axioms: [propext, Classical.choice, Quot.sound]
'PointOperationOrders.trace_of_order' depends on axioms: [propext, Classical.choice, Quot.sound]
```

## How the lemmas fit together

`eq_one_iff_trace` is the criterion for the identity. After the sum of squares is shown to be zero, `Finset.sum_eq_zero_iff_of_nonneg` is used twice, first for the outer sum and then for the inner one, to make each square vanish. `IsRotation.pow` is the induction over powers.

`IsRotation.sum_minors` proves $m=t$ by identifying the adjugate with the transpose and taking traces. `IsRotation.trace_sq` and `IsRotation.trace_cube` then write the traces out in matrix entries. Here `linear_combination` checks the polynomial identities directly: the coefficients in the cube are those of $-3tm+3\det R$, so Cayley–Hamilton is not invoked.

`order_four` and `order_six` hold in any monoid. They turn the statements about powers into divisibility, and `decide` goes through the few possible divisors. For prime orders, `orderOf_eq_prime` does this work.

In `point_operation_orders`, `H k` is the criterion for $R^k$, while `h2`, `h3`, `h4` and `h6` hold the trace formulas. Once the value of $t$ is inserted, `linarith` does the arithmetic of the table. The facts `n2`, `n3`, `n4` and `n6` track the sign of $-R$, and `m`, here the name of an auxiliary fact and not the sum of minors, says that $-A=1$ forces $\operatorname{tr}A=-3$.

`trace_of_order` starts from `P`, the statement that $R$ raised to its order has trace 3. Each `f` is one of the factorisations above; `mul_eq_zero` splits it into roots, and `omega` rejects a root whose order in the table contradicts the assumed one.

Finally, `rotZ_witness` shows that all five cases occur: rotations about the z axis by $0,\pi/3,\pi/2,2\pi/3,\pi$ have traces $3,2,1,0,-1$.
